# Gaussian interpolation between two separated D3 references with unequal coefficients misses the first reference value and is steepest at the midpoint

When a bond stretches or breaks, the coordination number of an atom changes continuously, while D3 tabulates dispersion coefficients only for reference systems. A Gaussian-weighted average fills the gap. Does this average return the tabulated value at a reference point, and how sharply can it vary in between?

Take one varying coordination number $x$ and two references at $x_1,x_2$, with coefficients $c_1,c_2$. With sharpness $k$, set

$$w_i(x)=e^{-k(x-x_i)^2},\qquad C(x)=\frac{c_1w_1(x)+c_2w_2(x)}{w_1(x)+w_2(x)}.$$

In Lean, `weight k a x` is the Gaussian centred at `a`, and `interpC6 k x1 x2 c1 c2 x` is $C(x)$. All arguments are real numbers, so neither coordination numbers nor coefficients need be positive. The model leaves out further references, a second varying coordination number, damping, and the dependence of $x$ on the geometry.

```lean
import Mathlib

open Filter Topology

namespace DispersionD3Interpolation

noncomputable section

/-- Gaussian weight, at coordination number `x`, of a reference system with coordination
number `a`; `k` sets the sharpness. -/
def weight (k a x : ℝ) : ℝ := Real.exp (-k * (x - a) ^ 2)

/-- Two-reference model of the D3 dispersion coefficient, as a function of one coordination number
`x`: the normalised Gaussian average of the coefficients `c1`, `c2` of two references at `x1`, `x2`.
-/
def interpC6 (k x1 x2 c1 c2 x : ℝ) : ℝ :=
  (c1 * weight k x1 x + c2 * weight k x2 x) / (weight k x1 x + weight k x2 x)
```

## The value at a reference needs no assumption on the parameters

Both weights are exponentials, hence positive, and the denominator never vanishes. Their ratio is

$$\frac{w_1}{w_2}=e^{k[(x-x_2)^2-(x-x_1)^2]}=e^{k(x_2-x_1)(x_1+x_2-2x)}=:r(x).$$

Dividing numerator and denominator by $w_2$ leaves a single exponential, in logistic form:

$$C(x)=\frac{c_1r(x)+c_2}{r(x)+1}=c_1+\frac{c_2-c_1}{1+r(x)}.$$

In `interpC6_eq_logistic`, the step `h` is the ratio identity; `div_eq_iff` then clears the denominator and `linear_combination` closes the algebra.

```lean
/-- Every Gaussian weight is strictly positive. -/
theorem weight_pos (k a x : ℝ) : 0 < weight k a x := Real.exp_pos _

/-- The two-reference interpolation in logistic form: `c1` plus `c2 - c1` divided by one plus a
single exponential. -/
theorem interpC6_eq_logistic (k x1 x2 c1 c2 x : ℝ) :
    interpC6 k x1 x2 c1 c2 x =
      c1 + (c2 - c1) / (1 + Real.exp (k * (x2 - x1) * (x1 + x2 - 2 * x))) := by
  -- the ratio of the two Gaussians is a single exponential, linear in `x` in the exponent
  have h : weight k x1 x =
      weight k x2 x * Real.exp (k * (x2 - x1) * (x1 + x2 - 2 * x)) := by
    unfold weight
    rw [← Real.exp_add]
    congr 1
    ring
  have hw := weight_pos k x2 x
  have he := Real.exp_pos (k * (x2 - x1) * (x1 + x2 - 2 * x))
  unfold interpC6
  rw [h]
  generalize Real.exp (k * (x2 - x1) * (x1 + x2 - 2 * x)) = e at he ⊢
  generalize weight k x2 x = w at hw ⊢
  have h1 : 1 + e ≠ 0 := by positivity
  have hd : (c2 - c1) / (1 + e) * (1 + e) = c2 - c1 := div_mul_cancel₀ _ h1
  rw [div_eq_iff (by positivity)]
  linear_combination (-w) * hd
```

At $x=x_1$ the exponent becomes $k(x_2-x_1)^2$, so

$$C(x_1)=c_1+\frac{c_2-c_1}{1+e^{k(x_2-x_1)^2}}.$$

The last denominator is finite and positive. The correction to $c_1$ therefore vanishes exactly when $c_1=c_2$, and `interpC6_at_reference_eq_iff` states this for all real parameters. Its proof splits a zero quotient into a zero numerator, which gives the claim, or a zero denominator, which positivity excludes.

```lean
/-- The interpolated coefficient at the first reference point is `c1` plus the difference `c2 - c1`
divided by `1 + exp (k (x2 - x1)^2)`. -/
theorem interpC6_at_reference (k x1 x2 c1 c2 : ℝ) :
    interpC6 k x1 x2 c1 c2 x1 =
      c1 + (c2 - c1) / (1 + Real.exp (k * (x2 - x1) ^ 2)) := by
  have h : k * (x2 - x1) * (x1 + x2 - 2 * x1) = k * (x2 - x1) ^ 2 := by ring
  rw [interpC6_eq_logistic, h]

/-- The interpolation reproduces the first reference coefficient at its own reference point
exactly when the two reference coefficients coincide. -/
theorem interpC6_at_reference_eq_iff (k x1 x2 c1 c2 : ℝ) :
    interpC6 k x1 x2 c1 c2 x1 = c1 ↔ c1 = c2 := by
  rw [interpC6_at_reference]
  constructor
  · intro h
    have h1 : (c2 - c1) / (1 + Real.exp (k * (x2 - x1) ^ 2)) = 0 := by linarith
    have he := Real.exp_pos (k * (x2 - x1) ^ 2)
    rcases div_eq_zero_iff.1 h1 with h2 | h2
    · linarith
    · exfalso
      linarith
  · rintro rfl
    simp
```

For example, let $k=4$, $x_1=0$, $x_2=1$, $c_1=10$ and $c_2=20$ in arbitrary units. Then $C(0)=10+10/(1+e^4)\approx10.18$.

## Separated references: $x_1<x_2$

This hypothesis says that the references describe different coordination environments, labelled in increasing order. Separation makes $k(x_2-x_1)^2$ grow without bound as $k\to\infty$, so the admixture at $x_1$ tends to zero and $C(x_1)\to c_1$. In the proof, `hd` records $(x_2-x_1)^2>0$; `h1`, `h2` and `h3` pass the limit through the exponent, the denominator and the whole expression.

```lean
/-- For `x1 < x2`, the interpolated coefficient at the first reference tends to `c1` as the
Gaussians become infinitely sharp. -/
theorem tendsto_interpC6_at_reference {x1 x2 : ℝ} (hx : x1 < x2) (c1 c2 : ℝ) :
    Tendsto (fun k => interpC6 k x1 x2 c1 c2 x1) atTop (𝓝 c1) := by
  have hd : 0 < (x2 - x1) ^ 2 := pow_pos (sub_pos.2 hx) 2
  have h1 : Tendsto (fun k : ℝ => k * (x2 - x1) ^ 2) atTop atTop :=
    tendsto_id.atTop_mul_const hd
  have h2 : Tendsto (fun k : ℝ => 1 + Real.exp (k * (x2 - x1) ^ 2)) atTop atTop :=
    tendsto_atTop_add_const_left atTop 1 (Real.tendsto_exp_atTop.comp h1)
  have h3 := (h2.const_div_atTop (c2 - c1)).const_add c1
  simpa only [interpC6_at_reference, add_zero] using h3
```

If $x_1=x_2$, the weights are equal and $C=(c_1+c_2)/2$ for every $k$. With coefficients 10 and 20 the value stays at 15, so the limit requires $x_1\ne x_2$ when the coefficients differ. The order matters for the statements below on absolute slopes and finite changes: with $k=4$, $x_1=1$, $x_2=0$ and the same coefficients, the right-hand side of the slope bound would be $-20$, which cannot bound an absolute value.

## Weights that decay away from their reference: $k>0$

A positive $k$ makes each Gaussian $w_i$ fall off with distance from $x_i$, so the nearer reference has the larger weight. The derivative formula itself holds for every $k$. From $w_i'=-2k(x-x_i)w_i$, the quotient rule gives

$$C'=\frac{(c_2-c_1)(w_1w_2'-w_2w_1')}{(w_1+w_2)^2}
=2k(x_2-x_1)(c_2-c_1)\frac{w_1w_2}{(w_1+w_2)^2}.$$

In `hasDerivAt_interpC6`, `hg` differentiates one Gaussian and `fun_div` applies the quotient rule. `HasDerivAt` asserts actual differentiability, so the `deriv` in the later statements is the true slope.

```lean
/-- The slope of the interpolated coefficient is proportional to the product of the two
normalised weights. -/
theorem hasDerivAt_interpC6 (k x1 x2 c1 c2 x : ℝ) :
    HasDerivAt (interpC6 k x1 x2 c1 c2)
      (2 * k * (x2 - x1) * (c2 - c1) *
        (weight k x1 x * weight k x2 x / (weight k x1 x + weight k x2 x) ^ 2)) x := by
  -- derivative of one Gaussian
  have hg : ∀ a : ℝ, HasDerivAt (weight k a) (-2 * k * (x - a) * weight k a x) x := by
    intro a
    have h0 := (((hasDerivAt_id' x).sub_const a).fun_pow 2).const_mul (-k)
    have h1 : HasDerivAt (fun y : ℝ => -k * (y - a) ^ 2) (-k * (2 * (x - a))) x :=
      h0.congr_deriv (by simp)
    have h2 := h1.exp
    exact h2.congr_deriv (by simp only [weight]; ring)
  have hne : weight k x1 x + weight k x2 x ≠ 0 :=
    (add_pos (weight_pos k x1 x) (weight_pos k x2 x)).ne'
  -- quotient rule
  have h := (((hg x1).const_mul c1).fun_add ((hg x2).const_mul c2)).fun_div
    ((hg x1).fun_add (hg x2)) hne
  exact h.congr_deriv (by ring)
```

The sign of $k$ enters on taking absolute values: $k>0$ and $x_1<x_2$ make $2k(x_2-x_1)$ positive, which is `hA` in the next proof.

```lean
/-- Absolute slope of the interpolated coefficient for `k > 0` and `x1 < x2`. -/
theorem abs_deriv_interpC6 {k x1 x2 : ℝ} (hk : 0 < k) (hx : x1 < x2) (c1 c2 x : ℝ) :
    |deriv (interpC6 k x1 x2 c1 c2) x| = 2 * k * (x2 - x1) * |c2 - c1| *
      (weight k x1 x * weight k x2 x / (weight k x1 x + weight k x2 x) ^ 2) := by
  have h1 := weight_pos k x1 x
  have h2 := weight_pos k x2 x
  have hr : 0 < weight k x1 x * weight k x2 x / (weight k x1 x + weight k x2 x) ^ 2 := by
    positivity
  have hA : 0 < 2 * k * (x2 - x1) := mul_pos (by positivity) (sub_pos.2 hx)
  rw [(hasDerivAt_interpC6 k x1 x2 c1 c2 x).deriv, abs_mul, abs_mul, abs_of_pos hA,
    abs_of_pos hr]
```

Since $(w_1+w_2)^2-4w_1w_2=(w_1-w_2)^2\ge0$, the weight factor is at most $1/4$, and

$$|C'(x)|\le \frac{k(x_2-x_1)|c_2-c_1|}{2}.$$

Lean obtains the quarter from the same square, through `nlinarith`. At $x=(x_1+x_2)/2$ the weights agree, the factor equals $1/4$, and the bound is attained.

```lean
/-- For `k > 0` and `x1 < x2`, the absolute slope of the interpolated coefficient is nowhere
larger than `k (x2 - x1) |c2 - c1| / 2`. -/
theorem abs_deriv_interpC6_le {k x1 x2 : ℝ} (hk : 0 < k) (hx : x1 < x2) (c1 c2 x : ℝ) :
    |deriv (interpC6 k x1 x2 c1 c2) x| ≤ k * (x2 - x1) * |c2 - c1| / 2 := by
  rw [abs_deriv_interpC6 hk hx]
  have h1 := weight_pos k x1 x
  have h2 := weight_pos k x2 x
  -- the product of two normalised weights is at most one quarter
  have hr : weight k x1 x * weight k x2 x / (weight k x1 x + weight k x2 x) ^ 2 ≤ 1 / 4 := by
    rw [div_le_iff₀ (by positivity)]
    nlinarith [sq_nonneg (weight k x1 x - weight k x2 x)]
  have hA : 0 ≤ 2 * k * (x2 - x1) * |c2 - c1| :=
    mul_nonneg (mul_pos (by positivity) (sub_pos.2 hx)).le (abs_nonneg _)
  calc _ ≤ 2 * k * (x2 - x1) * |c2 - c1| * (1 / 4) := mul_le_mul_of_nonneg_left hr hA
    _ = k * (x2 - x1) * |c2 - c1| / 2 := by ring

/-- For `k > 0` and `x1 < x2`, the slope bound is attained midway between the references. -/
theorem abs_deriv_interpC6_midpoint {k x1 x2 : ℝ} (hk : 0 < k) (hx : x1 < x2) (c1 c2 : ℝ) :
    |deriv (interpC6 k x1 x2 c1 c2) ((x1 + x2) / 2)| = k * (x2 - x1) * |c2 - c1| / 2 := by
  have hw : weight k x1 ((x1 + x2) / 2) = weight k x2 ((x1 + x2) / 2) := by
    unfold weight
    congr 1
    ring
  have h2 := weight_pos k x2 ((x1 + x2) / 2)
  rw [abs_deriv_interpC6 hk hx, hw]
  generalize weight k x2 ((x1 + x2) / 2) = w at h2 ⊢
  have hr : w * w / (w + w) ^ 2 = 1 / 4 := by
    rw [div_eq_iff (by positivity)]
    ring
  rw [hr]
  ring
```

In the example the steepest slope is $4\cdot1\cdot10/2=20$, at $x=0.5$. Replacing $k=4$ by $k=-1$ would make the right-hand side $-5$, so the bound requires $k\ge0$ for these references. A larger $k$ brings $C(x_1)$ closer to $c_1$, but the maximal slope grows in proportion to $k$.

## Unequal coefficients: $c_1\ne c_2$

Here the two environments really do differ in their dispersion coefficient. Equality in the slope bound then allows division by $2k(x_2-x_1)|c_2-c_1|$, leaving $w_1w_2/(w_1+w_2)^2=1/4$. Hence $(w_1-w_2)^2=0$ and $w_1=w_2$. Equal exponentials have equal exponents, so

$$(x-x_1)^2=(x-x_2)^2\;\Longrightarrow\;(x_2-x_1)(2x-x_1-x_2)=0\;\Longrightarrow\;x=\frac{x_1+x_2}{2}.$$

The proof follows this route: `mul_left_cancel₀` performs the division, `hs` and `hw` equate the weights, and `Real.exp_injective` equates the exponents.

```lean
/-- For `k > 0`, `x1 < x2` and different reference coefficients, the midpoint is the only
coordination number at which the slope bound is attained. -/
theorem abs_deriv_interpC6_eq_iff {k x1 x2 c1 c2 : ℝ} (hk : 0 < k) (hx : x1 < x2)
    (hc : c1 ≠ c2) (x : ℝ) :
    |deriv (interpC6 k x1 x2 c1 c2) x| = k * (x2 - x1) * |c2 - c1| / 2 ↔
      x = (x1 + x2) / 2 := by
  constructor
  · intro h
    rw [abs_deriv_interpC6 hk hx] at h
    have h1 := weight_pos k x1 x
    have h2 := weight_pos k x2 x
    have hd : 0 < x2 - x1 := sub_pos.2 hx
    have hcc : 0 < |c2 - c1| := abs_pos.2 (sub_ne_zero.2 hc.symm)
    have hA : 2 * k * (x2 - x1) * |c2 - c1| ≠ 0 := by positivity
    have hr : weight k x1 x * weight k x2 x / (weight k x1 x + weight k x2 x) ^ 2 = 1 / 4 :=
      mul_left_cancel₀ hA (h.trans (by ring))
    rw [div_eq_iff (by positivity)] at hr
    -- equality forces equal weights, hence equal distances to the references
    have hs : (weight k x1 x - weight k x2 x) ^ 2 = 0 := by linear_combination (-4) * hr
    have hw : weight k x1 x = weight k x2 x := sub_eq_zero.1 (pow_eq_zero_iff two_ne_zero |>.1 hs)
    have he : -k * (x - x1) ^ 2 = -k * (x - x2) ^ 2 := Real.exp_injective hw
    have hz : k * (x2 - x1) * (x - (x1 + x2) / 2) = 0 := by
      linear_combination (-1 / 2) * he
    exact sub_eq_zero.1 ((mul_eq_zero.1 hz).resolve_left (mul_pos hk hd).ne')
  · rintro rfl
    exact abs_deriv_interpC6_midpoint hk hx c1 c2
```

If $c_1=c_2=10$, then $C$ is constant, and slope and bound are both zero at every $x$. The midpoint is no longer singled out.

## Finite changes of coordination number

With $k>0$ and $x_1<x_2$ again, the mean value inequality turns the slope bound into

$$|C(y)-C(x)|\le\frac{k(x_2-x_1)|c_2-c_1|}{2}\,|y-x|.$$

Lean applies Mathlib's version of this inequality for convex sets to the whole real line.

```lean
/-- For `k > 0` and `x1 < x2`, a change of coordination number from `x` to `y` changes the
coefficient by at most `k (x2 - x1) |c2 - c1| / 2` times `|y - x|`. -/
theorem abs_interpC6_sub_le {k x1 x2 : ℝ} (hk : 0 < k) (hx : x1 < x2) (c1 c2 x y : ℝ) :
    |interpC6 k x1 x2 c1 c2 y - interpC6 k x1 x2 c1 c2 x| ≤
      k * (x2 - x1) * |c2 - c1| / 2 * |y - x| := by
  have h := Convex.norm_image_sub_le_of_norm_hasDerivWithin_le
    (f := interpC6 k x1 x2 c1 c2) (f' := deriv (interpC6 k x1 x2 c1 c2))
    (s := Set.univ) (x := x) (y := y) (C := k * (x2 - x1) * |c2 - c1| / 2)
    (fun z _ =>
      (hasDerivAt_interpC6 k x1 x2 c1 c2 z).differentiableAt.hasDerivAt.hasDerivWithinAt)
    (fun z _ => abs_deriv_interpC6_le hk hx c1 c2 z)
    convex_univ (Set.mem_univ x) (Set.mem_univ y)
  simpa only [Real.norm_eq_abs] using h

end

end DispersionD3Interpolation
```

In the example, moving from $x=0.5$ to $y=0.6$ changes $C$ from 15 to about 16.90, within the allowed change of 2. For dispersion forces, which contain the derivative of the coefficient with respect to coordination number, the slope bound limits that factor in this two-reference model with one varying coordination number.

```lean
#print axioms DispersionD3Interpolation.interpC6_at_reference_eq_iff
#print axioms DispersionD3Interpolation.tendsto_interpC6_at_reference
#print axioms DispersionD3Interpolation.abs_deriv_interpC6_eq_iff
#print axioms DispersionD3Interpolation.abs_interpC6_sub_le
```

```
'DispersionD3Interpolation.interpC6_at_reference_eq_iff' depends on axioms: [propext, Classical.choice, Quot.sound]
'DispersionD3Interpolation.tendsto_interpC6_at_reference' depends on axioms: [propext, Classical.choice, Quot.sound]
'DispersionD3Interpolation.abs_deriv_interpC6_eq_iff' depends on axioms: [propext, Classical.choice, Quot.sound]
'DispersionD3Interpolation.abs_interpC6_sub_le' depends on axioms: [propext, Classical.choice, Quot.sound]
```
